# The pressure at the edge of a Thomas-Fermi tail equals the integral of n v′ beyond it

In one dimension, let a density n be positive from x₀ onwards, continuous from the right at x₀, differentiable beyond it and zero in the limit at infinity, with t′(n) + v = μ beyond x₀. The kinetic energy density t is local and strictly convex, with t(0) = 0, continuously differentiable for n ≥ 0 and twice differentiable for n > 0. If n v′ is integrable beyond x₀, `integral_force_eq_pressure` states that its integral there equals the pressure P(n(x₀)), where P(n) = n t′(n) − t(n), and that this pressure is positive. The proof takes positivity from an earlier lemma, shows by local force balance that −P(n(x)) has derivative n v′, and applies the fundamental theorem of calculus on the half-line, using the decay of the pressure at infinity.

Lean 4 with Mathlib refuses this proof:

```lean
import Mathlib

open MeasureTheory Set Filter Topology

namespace ThomasFermiPressure

noncomputable section

/-- A local kinetic energy density `t` with first and second derivatives `dt` and `ddt`:
strictly convex and continuously differentiable for `n ≥ 0`, twice differentiable for `n > 0`,
and zero at zero density. -/
structure KineticEnergy where
  t : ℝ → ℝ
  dt : ℝ → ℝ
  ddt : ℝ → ℝ
  strictConvex : StrictConvexOn ℝ (Ici 0) t
  t_zero : t 0 = 0
  hasDeriv : ∀ n, 0 ≤ n → HasDerivWithinAt t (dt n) (Ici 0) n
  cont_dt : ContinuousOn dt (Ici 0)
  hasDeriv2 : ∀ n, 0 < n → HasDerivAt dt (ddt n) n

/-- The pressure `P(n) = n t'(n) - t(n)` of the electron gas at density `n`. -/
def KineticEnergy.pressure (T : KineticEnergy) (n : ℝ) : ℝ := n * T.dt n - T.t n

/-- Beyond `x₀` the density `n` is positive and differentiable, satisfies the Thomas-Fermi
equation `t'(n) + v = μ`, and vanishes at infinity; at `x₀` it is positive and continuous
from the right. -/
structure IsEquilibriumTail (T : KineticEnergy) (n v : ℝ → ℝ) (μ x₀ : ℝ) : Prop where
  pos : ∀ x, x₀ ≤ x → 0 < n x
  cont : ContinuousWithinAt n (Ici x₀) x₀
  diff : ∀ x, x₀ < x → DifferentiableAt ℝ n x
  decay : Tendsto n atTop (𝓝 0)
  euler : ∀ x, x₀ < x → T.dt (n x) + v x = μ

/-- At positive density the pressure has derivative `P'(n) = n t''(n)`. -/
theorem pressure_hasDerivAt (T : KineticEnergy) {n : ℝ} (hn : 0 < n) :
    HasDerivAt T.pressure (n * T.ddt n) n := by
  have h1 : HasDerivAt T.t (T.dt n) n := (T.hasDeriv n hn.le).hasDerivAt (Ici_mem_nhds hn)
  have h2 := ((hasDerivAt_id' n).fun_mul (T.hasDeriv2 n hn)).fun_sub h1
  exact h2.congr_deriv (by ring)

/-- The pressure is positive at every positive density. -/
theorem pressure_pos (T : KineticEnergy) {n : ℝ} (hn : 0 < n) : 0 < T.pressure n := by
  have h1 : HasDerivAt T.t (T.dt n) n := (T.hasDeriv n hn.le).hasDerivAt (Ici_mem_nhds hn)
  -- the chord from zero density is less steep than the tangent at `n`
  have h2 : slope T.t 0 n < T.dt n :=
    T.strictConvex.slope_lt_of_hasDerivAt self_mem_Ici hn.le hn h1
  rw [slope_def_field, T.t_zero, sub_zero, sub_zero, div_lt_iff₀ hn] at h2
  unfold KineticEnergy.pressure
  linarith

/-- Local force balance: if the Thomas-Fermi equation holds in a neighbourhood of `x`, and the
density is positive and differentiable at `x`, then the pressure gradient at `x` is `-n v'`. -/
theorem force_balance (T : KineticEnergy) {n v : ℝ → ℝ} {μ x : ℝ} (hpos : 0 < n x)
    (hn : DifferentiableAt ℝ n x) (heq : ∀ᶠ y in 𝓝 x, T.dt (n y) + v y = μ) :
    HasDerivAt (fun y => T.pressure (n y)) (-(n x * deriv v x)) x := by
  -- the equation itself makes the potential differentiable
  have hv : HasDerivAt v (-(T.ddt (n x) * deriv n x)) x := by
    have h := ((T.hasDeriv2 _ hpos).comp x hn.hasDerivAt).const_sub μ
    refine h.congr_of_eventuallyEq ?_
    filter_upwards [heq] with y hy
    simp only [Function.comp_apply]
    linarith
  rw [hv.deriv]
  exact ((pressure_hasDerivAt T hpos).comp x hn.hasDerivAt).congr_deriv (by ring)

/-- In an equilibrium tail the pressure tends to zero at infinity. -/
theorem pressure_tendsto_zero {T : KineticEnergy} {n v : ℝ → ℝ} {μ x₀ : ℝ}
    (h : IsEquilibriumTail T n v μ x₀) :
    Tendsto (fun x => T.pressure (n x)) atTop (𝓝 0) := by
  have hc : ContinuousOn T.pressure (Ici 0) :=
    (continuousOn_id.mul T.cont_dt).sub
      (fun m hm => (T.hasDeriv m hm).continuousWithinAt)
  have h0 : T.pressure 0 = 0 := by simp [KineticEnergy.pressure, T.t_zero]
  have h1 : Tendsto T.pressure (𝓝[Ici 0] 0) (𝓝 0) := by
    have h2 : Tendsto T.pressure (𝓝[Ici 0] 0) (𝓝 (T.pressure 0)) := hc 0 (mem_Ici.2 le_rfl)
    rwa [h0] at h2
  refine h1.comp (tendsto_nhdsWithin_iff.2 ⟨h.decay, ?_⟩)
  filter_upwards [eventually_ge_atTop x₀] with x hx
  exact (h.pos x hx).le

/-- In an equilibrium tail with `n v'` integrable beyond `x₀`, the integral of `n v'` over that
region equals the pressure at `x₀`, and this pressure is positive. -/
theorem integral_force_eq_pressure {T : KineticEnergy} {n v : ℝ → ℝ} {μ x₀ : ℝ}
    (h : IsEquilibriumTail T n v μ x₀)
    (hint : IntegrableOn (fun x => n x * deriv v x) (Ioi x₀)) :
    ∫ x in Ioi x₀, n x * deriv v x = T.pressure (n x₀) ∧ 0 < T.pressure (n x₀) := by
  have hp := h.pos x₀ le_rfl
  refine ⟨?_, pressure_pos T hp⟩
  have hc : ContinuousWithinAt (fun x => -T.pressure (n x)) (Ici x₀) x₀ :=
    ((pressure_hasDerivAt T hp).continuousAt.comp_continuousWithinAt h.cont).neg
  have hd : ∀ x ∈ Ioi x₀, HasDerivAt (fun x => -T.pressure (n x)) (n x * deriv v x) x := by
    intro x hx
    have hb := force_balance T (h.pos x (le_of_lt hx)) (h.diff x hx)
      ((Ioi_mem_nhds hx).mono fun y hy => h.euler y hy)
    exact hb.fun_neg.congr_deriv (by ring)
  -- fundamental theorem of calculus on the half-line
  have key := integral_Ioi_of_hasDerivAt_of_tendsto hc hd hint (pressure_tendsto_zero h).neg
  rw [key]
  ring

end

end ThomasFermiPressure
```

Compiling this gives:

```
Main.lean:95:7: error(lean.invalidField): Invalid field notation: Field projection operates on types of the form `C ...` where C is a constant. The expression
  Ioi_mem_nhds ?m.167
has type `(𝓝 ?m.166).1 (Ioi ?m.165)` which does not have the necessary form.
Main.lean:95:21: error: Application type mismatch: The argument
  hx
has type
  x ∈ Ioi x₀
but is expected to have type
  ?m.165 < ?m.166
in the application
  Ioi_mem_nhds hx
```

The change, after which it compiles:

```diff
@@ -93,5 +93,5 @@
     intro x hx
     have hb := force_balance T (h.pos x (le_of_lt hx)) (h.diff x hx)
-      ((Ioi_mem_nhds hx).mono fun y hy => h.euler y hy)
+      ((eventually_gt_nhds (mem_Ioi.1 hx)).mono fun y hy => h.euler y hy)
     exact hb.fun_neg.congr_deriv (by ring)
   -- fundamental theorem of calculus on the half-line
```

Diagnosis. Both errors come from the step that should show the Thomas-Fermi equation holds in a neighbourhood of `x`.

The first concerns `.mono`. Lean resolves such a field by the constant at the head of the expression's type. `Ioi_mem_nhds` gives a set membership, not a statement headed by `Filter.Eventually`, though the two agree by definition. Lean unfolded the membership to `(𝓝 ?m.166).1 (Ioi ?m.165)`, which has no head constant, and found no `mono`.

The second concerns `hx`. The lemma wants an inequality, here between two still unknown points, and `hx` is the membership `x ∈ Ioi x₀`. This means `x₀ < x`, but Lean did not match the two forms.

The repair cures both. `eventually_gt_nhds` states its conclusion with `Filter.Eventually`, so `.mono` finds `Filter.Eventually.mono`, and `mem_Ioi.1 hx` supplies the inequality `x₀ < x` outright. The `hy` passed to `h.euler` is then `x₀ < y`, as required.
